# For L = 2 and ħ = 1, $L_x^4+L_y^4+L_z^4$ has a doublet at 24 and a triplet at 18

A wrong matrix element in the angular momentum operators of a d shell can make a cubic field split the five orbitals into the wrong groups. If the faulty matrix is still Hermitian, diagonalisation returns five real energies and raises no error. Exact target values make such a fault visible.

Let $L_x,L_y,L_z$ be the standard angular momentum matrices for $L=2$, and write $\mathbf 1$ for the $5\times5$ identity. The cubic operator $Q=L_x^4+L_y^4+L_z^4$ satisfies

$$(Q-24\,\mathbf 1)(Q-18\,\mathbf 1)=0,\qquad \operatorname{tr}Q=102 .$$

The first equation allows only the levels 24 and 18. If 24 occurs $n$ times, the trace requires $24n+18(5-n)=102$, so $n=2$.

## Cubic fields built from angular momentum operators

A code that represents an octahedral field on a d shell through $Q$ relies on this two-plus-three pattern. The physical setting is a one-electron model with a single field parameter, without electron repulsion or spin–orbit coupling.

Both equations keep their form under a change of orthonormal basis, so they can also be tested in real d orbitals. They should be tested together with the commutation relations: reversing the sign of $L_y$ leaves $Q$ unchanged but breaks $[L_x,L_y]=iL_z$.

## From the squared components to the levels

Use the basis $|m\rangle$ with $m=2,1,0,-1,-2$. Squaring the matrices gives $L_x^2=A+B$ and $L_y^2=A-B$, where $A=\operatorname{diag}(1,\tfrac52,3,\tfrac52,1)$ and $B$ acts as

$$B|{\pm2}\rangle=\tfrac{\sqrt6}{2}|0\rangle,\quad B|{\pm1}\rangle=\tfrac32|{\mp1}\rangle,\quad B|0\rangle=\tfrac{\sqrt6}{2}\bigl(|2\rangle+|{-2}\rangle\bigr).$$

The cross terms $AB+BA$, which contain $\sqrt6$, cancel in the sum of the fourth powers:

$$L_x^4+L_y^4=(A+B)^2+(A-B)^2=2(A^2+B^2).$$

Applying $B$ twice gives $B^2|{\pm2}\rangle=\tfrac32(|2\rangle+|{-2}\rangle)$, $B^2|{\pm1}\rangle=\tfrac94|{\pm1}\rangle$ and $B^2|0\rangle=3|0\rangle$. Hence $2(A^2+B^2)$ has diagonal $(5,17,24,17,5)$ and a coupling of 3 between $m=2$ and $m=-2$. Adding $L_z^4=\operatorname{diag}(16,1,0,1,16)$ gives

$$Q=\begin{pmatrix}21&0&0&0&3\\0&18&0&0&0\\0&0&24&0&0\\0&0&0&18&0\\3&0&0&0&21\end{pmatrix}.$$

The trace is $21+18+24+18+21=102$. The outer $2\times2$ block has eigenvalues $21\pm3$, so one orthonormal set of eigenvectors is

- at 24: $|0\rangle$ and $(|2\rangle+|{-2}\rangle)/\sqrt2$, the $e_g$ pair;
- at 18: $|1\rangle$, $|{-1}\rangle$ and $(|2\rangle-|{-2}\rangle)/\sqrt2$, the $t_{2g}$ set.

These five vectors form a basis, and each is annihilated by one of the two commuting factors, so the product vanishes. The characteristic determinant is

$$(x-24)(x-18)^2\bigl[(x-21)^2-9\bigr]=(x-24)^2(x-18)^3 .$$

The mean level is $102/5$. With a field strength $Dq$, define

$$H=\tfrac53Dq\,\bigl(Q-\tfrac{102}{5}\mathbf 1\bigr).$$

Then $H-6Dq\,\mathbf 1=\tfrac53Dq(Q-24\,\mathbf 1)$ and $H+4Dq\,\mathbf 1=\tfrac53Dq(Q-18\,\mathbf 1)$. The levels are therefore $6Dq$ and $-4Dq$, and the trace is zero.

The smallest nonzero integer case, $L=1$, shows no splitting. Each component has eigenvalues $1,0,-1$, so its fourth power equals its square, and $Q=L_x^2+L_y^2+L_z^2=2\,\mathbf 1$.

Equal weights on the three axes matter. If $L_z^4$ is left out, the $L=2$ levels become $24,17,17,8,2$, and the doublet–triplet pattern is lost.

## The operators and their levels in Lean

```lean
import Mathlib

open Matrix

namespace OctahedralSplitting

set_option maxHeartbeats 400000

noncomputable section

/-- The number √6 as a complex number. -/
def root6 : ℂ := ((Real.sqrt 6 : ℝ) : ℂ)

/-- The x component of angular momentum for L = 2, in the basis m = 2, 1, 0, -1, -2
and in units of ħ. -/
def Lx : Matrix (Fin 5) (Fin 5) ℂ :=
  !![0, 1, 0, 0, 0;
     1, 0, root6 / 2, 0, 0;
     0, root6 / 2, 0, root6 / 2, 0;
     0, 0, root6 / 2, 0, 1;
     0, 0, 0, 1, 0]

/-- The y component of angular momentum for L = 2, in the same basis and units. -/
def Ly : Matrix (Fin 5) (Fin 5) ℂ :=
  !![0, -Complex.I, 0, 0, 0;
     Complex.I, 0, -(Complex.I * root6 / 2), 0, 0;
     0, Complex.I * root6 / 2, 0, -(Complex.I * root6 / 2), 0;
     0, 0, Complex.I * root6 / 2, 0, -Complex.I;
     0, 0, 0, Complex.I, 0]

/-- The z component of angular momentum for L = 2, diagonal with entries m. -/
def Lz : Matrix (Fin 5) (Fin 5) ℂ :=
  !![2, 0, 0, 0, 0;
     0, 1, 0, 0, 0;
     0, 0, 0, 0, 0;
     0, 0, 0, -1, 0;
     0, 0, 0, 0, -2]

/-- The cubic operator Q = Lx⁴ + Ly⁴ + Lz⁴. -/
def cubicQ : Matrix (Fin 5) (Fin 5) ℂ := Lx ^ 4 + Ly ^ 4 + Lz ^ 4

/-- The octahedral crystal-field Hamiltonian: Q measured from 102/5 and
scaled by 5Dq/3. -/
def octahedralField (Dq : ℝ) : Matrix (Fin 5) (Fin 5) ℂ :=
  (5 / 3 * (Dq : ℂ)) • (cubicQ - (102 / 5 : ℂ) • 1)

lemma root6_sq : root6 ^ 2 = 6 := by
  unfold root6
  rw [← Complex.ofReal_pow, Real.sq_sqrt (by norm_num)]
  norm_num

/-- The three matrices obey the angular momentum commutation relations. -/
theorem commutation_relations :
    Lx * Ly - Ly * Lx = Complex.I • Lz ∧
    Ly * Lz - Lz * Ly = Complex.I • Lx ∧
    Lz * Lx - Lx * Lz = Complex.I • Ly := by
  have hs := root6_sq
  have hI := Complex.I_sq
  refine ⟨?_, ?_, ?_⟩ <;> ext i j <;> fin_cases i <;> fin_cases j <;>
    simp [Lx, Ly, Lz] <;> grind

lemma Lx_sq : Lx ^ 2 =
    !![1, 0, root6 / 2, 0, 0;
       0, 5 / 2, 0, 3 / 2, 0;
       root6 / 2, 0, 3, 0, root6 / 2;
       0, 3 / 2, 0, 5 / 2, 0;
       0, 0, root6 / 2, 0, 1] := by
  have hs := root6_sq
  rw [pow_two]
  ext i j
  fin_cases i <;> fin_cases j <;>
    simp [Lx, Matrix.mul_apply, Fin.sum_univ_five] <;> grind

lemma Ly_sq : Ly ^ 2 =
    !![1, 0, -(root6 / 2), 0, 0;
       0, 5 / 2, 0, -(3 / 2), 0;
       -(root6 / 2), 0, 3, 0, -(root6 / 2);
       0, -(3 / 2), 0, 5 / 2, 0;
       0, 0, -(root6 / 2), 0, 1] := by
  have hs := root6_sq
  have hI := Complex.I_sq
  rw [pow_two]
  ext i j
  fin_cases i <;> fin_cases j <;>
    simp [Ly, Matrix.mul_apply, Fin.sum_univ_five] <;> grind

lemma Lz_sq : Lz ^ 2 =
    !![4, 0, 0, 0, 0;
       0, 1, 0, 0, 0;
       0, 0, 0, 0, 0;
       0, 0, 0, 1, 0;
       0, 0, 0, 0, 4] := by
  rw [pow_two]
  ext i j
  fin_cases i <;> fin_cases j <;>
    simp [Lz, Matrix.mul_apply, Fin.sum_univ_five] <;> grind

/-- The total squared angular momentum is L(L+1) = 6 times the identity. -/
theorem casimir : Lx ^ 2 + Ly ^ 2 + Lz ^ 2 = (6 : ℂ) • 1 := by
  rw [Lx_sq, Ly_sq, Lz_sq]
  ext i j
  fin_cases i <;> fin_cases j <;> simp <;> grind

/-- In the basis of definite m, the only off-diagonal elements of Q
couple m = 2 and m = -2. -/
theorem cubicQ_eq : cubicQ =
    !![21, 0, 0, 0, 3;
       0, 18, 0, 0, 0;
       0, 0, 24, 0, 0;
       0, 0, 0, 18, 0;
       3, 0, 0, 0, 21] := by
  have hs := root6_sq
  -- fourth powers are squares of the squares found above
  have h4 : ∀ A : Matrix (Fin 5) (Fin 5) ℂ, A ^ 4 = A ^ 2 * A ^ 2 :=
    fun A => pow_add A 2 2
  rw [cubicQ, h4 Lx, h4 Ly, h4 Lz, Lx_sq, Ly_sq, Lz_sq]
  ext i j
  fin_cases i <;> fin_cases j <;> simp <;> grind

/-- The cubic operator satisfies (Q - 24)(Q - 18) = 0 and has trace 102. -/
theorem octahedral_splitting :
    (cubicQ - (24 : ℂ) • 1) * (cubicQ - (18 : ℂ) • 1) = 0 ∧
    cubicQ.trace = 102 := by
  rw [cubicQ_eq]
  constructor
  · ext i j
    fin_cases i <;> fin_cases j <;>
      simp [Matrix.mul_apply, Fin.sum_univ_five] <;> grind
  · rw [Matrix.trace, Fin.sum_univ_five]
    simp only [Matrix.diag_apply]
    simp
    norm_num

/-- The solutions of Q v = 24 v are exactly the vectors with two free amplitudes:
one on m = 0 and one shared equally by m = 2 and m = -2. -/
theorem doublet (v : Fin 5 → ℂ) :
    cubicQ *ᵥ v = (24 : ℂ) • v ↔ ∃ a b : ℂ, v = ![b, 0, a, 0, b] := by
  rw [cubicQ_eq]
  constructor
  · intro h
    have h0 := congrFun h 0
    have h1 := congrFun h 1
    have h3 := congrFun h 3
    simp [Matrix.mulVec, dotProduct, Fin.sum_univ_five] at h0 h1 h3
    refine ⟨v 2, v 0, ?_⟩
    ext i
    fin_cases i <;> simp <;> grind
  · rintro ⟨a, b, rfl⟩
    ext i
    fin_cases i <;> simp [Matrix.mulVec, dotProduct, Fin.sum_univ_five] <;> grind

/-- The solutions of Q v = 18 v are exactly the vectors with three free amplitudes:
one on m = 1, one on m = -1, and one shared with opposite signs by m = 2 and m = -2. -/
theorem triplet (v : Fin 5 → ℂ) :
    cubicQ *ᵥ v = (18 : ℂ) • v ↔ ∃ a b c : ℂ, v = ![a, b, 0, c, -a] := by
  rw [cubicQ_eq]
  constructor
  · intro h
    have h0 := congrFun h 0
    have h2 := congrFun h 2
    simp [Matrix.mulVec, dotProduct, Fin.sum_univ_five] at h0 h2
    refine ⟨v 0, v 1, v 3, ?_⟩
    ext i
    fin_cases i <;> simp <;> grind
  · rintro ⟨a, b, c, rfl⟩
    ext i
    fin_cases i <;> simp [Matrix.mulVec, dotProduct, Fin.sum_univ_five] <;> grind

/-- The characteristic determinant of Q has a double root at 24 and a triple root at 18. -/
theorem characteristic_determinant (x : ℂ) :
    (x • (1 : Matrix (Fin 5) (Fin 5) ℂ) - cubicQ).det = (x - 24) ^ 2 * (x - 18) ^ 3 := by
  have h : x • (1 : Matrix (Fin 5) (Fin 5) ℂ) - cubicQ =
      !![x - 21, 0, 0, 0, -3;
         0, x - 18, 0, 0, 0;
         0, 0, x - 24, 0, 0;
         0, 0, 0, x - 18, 0;
         -3, 0, 0, 0, x - 21] := by
    rw [cubicQ_eq]
    ext i j
    fin_cases i <;> fin_cases j <;> simp
  rw [h]
  simp [Matrix.det_succ_row_zero, Fin.sum_univ_succ, Fin.succAbove]
  ring

/-- The octahedral crystal-field Hamiltonian is traceless and satisfies
(H - 6Dq)(H + 4Dq) = 0. -/
theorem crystal_field_levels (Dq : ℝ) :
    (octahedralField Dq - (6 * (Dq : ℂ)) • 1) *
      (octahedralField Dq + (4 * (Dq : ℂ)) • 1) = 0 ∧
    (octahedralField Dq).trace = 0 := by
  constructor
  · -- each factor is a multiple of the corresponding factor for Q
    have h1 : octahedralField Dq - (6 * (Dq : ℂ)) • 1 =
        (5 / 3 * (Dq : ℂ)) • (cubicQ - (24 : ℂ) • 1) := by
      unfold octahedralField
      module
    have h2 : octahedralField Dq + (4 * (Dq : ℂ)) • 1 =
        (5 / 3 * (Dq : ℂ)) • (cubicQ - (18 : ℂ) • 1) := by
      unfold octahedralField
      module
    rw [h1, h2, Matrix.smul_mul, Matrix.mul_smul, octahedral_splitting.1,
      smul_zero, smul_zero]
  · rw [octahedralField, Matrix.trace_smul, Matrix.trace_sub, Matrix.trace_smul,
      octahedral_splitting.2, Matrix.trace_one]
    norm_num [Fintype.card_fin]

end

end OctahedralSplitting
```

```lean
#print axioms OctahedralSplitting.doublet
#print axioms OctahedralSplitting.triplet
#print axioms OctahedralSplitting.characteristic_determinant
#print axioms OctahedralSplitting.crystal_field_levels
```

```
'OctahedralSplitting.doublet' depends on axioms: [propext, Classical.choice, Quot.sound]
'OctahedralSplitting.triplet' depends on axioms: [propext, Classical.choice, Quot.sound]
'OctahedralSplitting.characteristic_determinant' depends on axioms: [propext, Classical.choice, Quot.sound]
'OctahedralSplitting.crystal_field_levels' depends on axioms: [propext, Classical.choice, Quot.sound]
```

## Exact matrices, with the field strength as input

Indices 0 to 4 of `Fin 5` stand for $m=2,1,0,-1,-2$, and `root6` is $\sqrt6$ as a complex number. `commutation_relations` and `casimir` confirm that the explicit matrices represent an angular momentum with $L(L+1)=6$. `octahedral_splitting` states the quadratic identity and the trace.

In `doublet` and `triplet`, `v` is any complex vector, not necessarily normalised, and the zero vector is included. The theorems describe every solution of the two eigenvalue equations, with two and three free amplitudes respectively. `characteristic_determinant` gives the same multiplicities as the exponents of $x-24$ and $x-18$.

`crystal_field_levels` holds for every real `Dq`, including negative values, which reverse the order of the levels, and zero, where the splitting disappears. The parameter stands for the strength of the ligand field. Neither its value nor the form of `octahedralField` is derived from ligand charges or orbitals. The theorems concern exact matrices, so a floating-point test still needs a tolerance.

The proofs follow the calculation above:

- `Lx_sq`, `Ly_sq` and `Lz_sq` compute the squares, and `cubicQ_eq` squares them again and adds. Here `ext` and `fin_cases` reduce a matrix equation to its 25 entries, `simp` expands each entry, and `grind` finishes the algebra, using `root6_sq` where $\sqrt6$ occurs.
- `octahedral_splitting` multiplies the two factors entry by entry and sums the diagonal, instead of using eigenvectors.
- `doublet` reads rows 0, 1 and 3 of the eigenvalue equation, which give $v_4=v_0$ and $v_1=v_3=0$. `triplet` reads rows 0 and 2, which give $v_4=-v_0$ and $v_2=0$. Substitution proves the converses.
- `characteristic_determinant` expands along the first row, and `ring` matches the factored polynomial.
- `crystal_field_levels` uses `module` to rewrite each factor of $H$ as a multiple of a factor of $Q$, then applies `octahedral_splitting`.
